# A complex square matrix is unitary exactly when |det A| = 1 and tr(A†A) is at most its dimension

Let $A$ be a complex $N\times N$ matrix with elements $A_{ij}$, where $i$ labels rows and $j$ columns. $A^\dagger$ is its conjugate transpose, and $A$ is unitary when $A^\dagger A=1$; for a square matrix this also gives $AA^\dagger=1$. The trace

$$\operatorname{tr}(A^\dagger A)=\sum_j\sum_i |A_{ij}|^2$$

is the squared Frobenius norm. The criterion is

$$A \text{ unitary}\iff |\det A|=1\ \text{ and }\ \operatorname{tr}(A^\dagger A)\le N .$$

## Norm conservation from two scalars

In an orthonormal basis of a finite-dimensional space, a matrix $A$ preserves inner products exactly when $A^\dagger A=1$. The propagator generated by a Hermitian Hamiltonian matrix and a rotation among orthonormal orbitals both meet this condition. In exact arithmetic, the two scalars above settle that condition. If the columns are already normalised, only $|\det A|=1$ remains to be checked.

## From the logarithm inequality to the identity matrix

For $x>0$, the function $g(x)=x-1-\ln x$ has derivative $1-1/x$, so its only minimum is $g(1)=0$. Let $x_1,\dots,x_N$ be positive with product one and sum at most $N$. Then

$$\sum_i g(x_i)=\sum_i x_i-N-\ln\prod_i x_i\le 0 .$$

Every term is nonnegative, so every term vanishes and all $x_i=1$. This is the equality case of the arithmetic-geometric mean inequality.

Now put $H=A^\dagger A$. Since $v^\dagger Hv=\|Av\|^2\ge0$ for every vector $v$, its eigenvalues $\lambda_i$ are nonnegative. If the two conditions hold, then

$$\prod_i\lambda_i=\det H=|\det A|^2=1,\qquad \sum_i\lambda_i=\operatorname{tr}H\le N .$$

No eigenvalue is zero, because the product is one. Hence all $\lambda_i=1$, and diagonalising $H$ with a unitary $V$ gives $H=V\,1\,V^\dagger=1$.

Conversely, $A^\dagger A=1$ gives $|\det A|^2=1$ and $\operatorname{tr}(A^\dagger A)=N$.

If each column satisfies $\sum_i|A_{ij}|^2\le1$, summing over $j$ gives the trace bound, so $|\det A|=1$ then suffices.

## A shear with singular values 2 and 1/2

Neither condition alone suffices for every $N$. The $1\times1$ zero matrix meets the trace bound but is not unitary. For the determinant condition alone, take the shear

$$A=\begin{pmatrix}1&s\\0&1\end{pmatrix},\qquad A^\dagger A=\begin{pmatrix}1&s\\ \bar s&1+|s|^2\end{pmatrix}.$$

Its determinant is one and its trace value is $2+|s|^2$. At $s=3/2$ the trace is $17/4$, and $\lambda^2-\tfrac{17}{4}\lambda+1=0$ has roots $4$ and $1/4$. The matrix stretches one direction by 2 and shrinks another by 2.

Taking $s=\sqrt\varepsilon$ for any $\varepsilon>0$ shows that the threshold 2 cannot be raised to $2+\varepsilon$.

## The Lean file

```lean
import Mathlib

open Matrix
open scoped ComplexOrder

namespace UnitarityFromTwoNumbers

variable {n : Type*} [Fintype n] [DecidableEq n]

/-- Positive numbers whose product is one and whose sum is at most their count
are all equal to one. -/
theorem eq_one_of_prod_eq_one_of_sum_le {ι : Type*} [Fintype ι] (x : ι → ℝ)
    (hx : ∀ i, 0 < x i) (hp : ∏ i, x i = 1)
    (hs : ∑ i, x i ≤ (Fintype.card ι : ℝ)) (i : ι) : x i = 1 := by
  have hlog : ∑ i, Real.log (x i) = 0 := by
    rw [← Real.log_prod, hp, Real.log_one]
    intro i _
    exact (hx i).ne'
  -- the nonnegative gaps x - 1 - log x add up to at most zero
  have hgap : ∑ j, (x j - 1 - Real.log (x j)) ≤ 0 := by
    simp only [Finset.sum_sub_distrib, hlog, Finset.sum_const, Finset.card_univ,
      nsmul_eq_mul, mul_one]
    linarith
  have hle : x i - 1 - Real.log (x i) ≤ ∑ j, (x j - 1 - Real.log (x j)) :=
    Finset.single_le_sum (f := fun j => x j - 1 - Real.log (x j))
      (fun j _ => sub_nonneg.mpr (Real.log_le_sub_one_of_pos (hx j)))
      (Finset.mem_univ i)
  -- a single gap vanishes only at x = 1
  by_contra hne
  have hlt := Real.log_lt_sub_one_of_pos (hx i) hne
  linarith

/-- A positive semidefinite matrix with determinant one and trace at most the
dimension is the identity. -/
theorem eq_one_of_det_eq_one_of_trace_le {H : Matrix n n ℂ} (hH : H.PosSemidef)
    (hdet : H.det = 1) (htr : H.trace.re ≤ (Fintype.card n : ℝ)) : H = 1 := by
  have hA : H.IsHermitian := hH.1
  have hd : H.det = ∏ i, ((hA.eigenvalues i : ℝ) : ℂ) := hA.det_eq_prod_eigenvalues
  have ht : H.trace = ∑ i, ((hA.eigenvalues i : ℝ) : ℂ) := hA.trace_eq_sum_eigenvalues
  have hp : ∏ i, hA.eigenvalues i = 1 := by
    rw [hdet] at hd
    exact_mod_cast hd.symm
  rw [ht, ← Complex.ofReal_sum, Complex.ofReal_re] at htr
  -- no eigenvalue vanishes, since their product is one
  have hpos : ∀ i, 0 < hA.eigenvalues i := by
    intro i
    refine lt_of_le_of_ne (hH.eigenvalues_nonneg i) (fun h0 => ?_)
    have hz : ∏ j, hA.eigenvalues j = 0 :=
      Finset.prod_eq_zero (Finset.mem_univ i) h0.symm
    rw [hp] at hz
    exact one_ne_zero hz
  have he : hA.eigenvalues = fun _ => 1 :=
    funext (eq_one_of_prod_eq_one_of_sum_le _ hpos hp htr)
  -- a Hermitian matrix with all eigenvalues one is the identity
  have hdiag : Matrix.diagonal (RCLike.ofReal ∘ hA.eigenvalues : n → ℂ) = 1 := by
    rw [he]
    ext i j
    simp [Matrix.diagonal_apply, Matrix.one_apply]
  have hspec := hA.spectral_theorem
  rw [hdiag, map_one] at hspec
  exact hspec

/-- The determinant of A†A is the squared modulus of the determinant of A. -/
theorem det_conjTranspose_mul_self (A : Matrix n n ℂ) :
    (Aᴴ * A).det = ((‖A.det‖ ^ 2 : ℝ) : ℂ) := by
  rw [Matrix.det_mul, Matrix.det_conjTranspose]
  push_cast
  exact Complex.conj_mul' _

omit [DecidableEq n] in
/-- The real part of the trace of A†A is the sum of the squared moduli of all matrix elements of A.
-/
theorem trace_conjTranspose_mul_self_re (A : Matrix n n ℂ) :
    (Aᴴ * A).trace.re = ∑ j, ∑ i, ‖A i j‖ ^ 2 := by
  simp only [Matrix.trace, Matrix.diag_apply, Matrix.mul_apply,
    Matrix.conjTranspose_apply, Complex.re_sum]
  refine Finset.sum_congr rfl fun j _ => Finset.sum_congr rfl fun i _ => ?_
  rw [Complex.sq_norm, Complex.normSq_apply]
  simp [Complex.mul_re]

/-- A complex square matrix A is unitary if and only if its determinant has
modulus one and the trace of A†A is at most the dimension. -/
theorem unitary_iff_norm_det_and_trace (A : Matrix n n ℂ) :
    A ∈ Matrix.unitaryGroup n ℂ ↔
      ‖A.det‖ = 1 ∧ (Aᴴ * A).trace.re ≤ (Fintype.card n : ℝ) := by
  have hd := det_conjTranspose_mul_self A
  constructor
  · intro hU
    have h : Aᴴ * A = 1 := Matrix.mem_unitaryGroup_iff'.mp hU
    rw [h, Matrix.det_one] at hd
    have hsq : ‖A.det‖ ^ 2 = 1 := by exact_mod_cast hd.symm
    refine ⟨by nlinarith [norm_nonneg A.det], ?_⟩
    rw [h, Matrix.trace_one]
    simp
  · rintro ⟨h1, h2⟩
    -- A†A is positive semidefinite with determinant one, hence the identity
    have hdet : (Aᴴ * A).det = 1 := by
      rw [hd, h1]
      norm_num
    exact Matrix.mem_unitaryGroup_iff'.mpr
      (eq_one_of_det_eq_one_of_trace_le
        (Matrix.posSemidef_conjTranspose_mul_self A) hdet h2)

/-- If every column of A has norm at most one and the determinant of A has
modulus one, then A is unitary. -/
theorem unitary_of_columns_le_one (A : Matrix n n ℂ)
    (hcol : ∀ j, ∑ i, ‖A i j‖ ^ 2 ≤ 1) (hdet : ‖A.det‖ = 1) :
    A ∈ Matrix.unitaryGroup n ℂ := by
  refine (unitary_iff_norm_det_and_trace A).mpr ⟨hdet, ?_⟩
  rw [trace_conjTranspose_mul_self_re]
  calc ∑ j, ∑ i, ‖A i j‖ ^ 2 ≤ ∑ _j : n, (1 : ℝ) :=
        Finset.sum_le_sum fun j _ => hcol j
    _ = (Fintype.card n : ℝ) := by simp

/-- The 2×2 shear matrix with upper-right element s. -/
def shear (s : ℂ) : Matrix (Fin 2) (Fin 2) ℂ := !![1, s; 0, 1]

/-- The shear A has determinant of modulus one, the real part of the trace of A†A is 2 + |s|², and A
is unitary if and only if s = 0. -/
theorem shear_sharpness (s : ℂ) :
    ‖(shear s).det‖ = 1 ∧ ((shear s)ᴴ * shear s).trace.re = 2 + ‖s‖ ^ 2 ∧
      (shear s ∈ Matrix.unitaryGroup (Fin 2) ℂ ↔ s = 0) := by
  have hdet : ‖(shear s).det‖ = 1 := by
    simp [shear, Matrix.det_fin_two]
  have htr : ((shear s)ᴴ * shear s).trace.re = 2 + ‖s‖ ^ 2 := by
    rw [trace_conjTranspose_mul_self_re]
    simp [shear, Fin.sum_univ_two]
    ring
  refine ⟨hdet, htr, ?_⟩
  rw [unitary_iff_norm_det_and_trace, hdet, htr, Fintype.card_fin]
  constructor
  · rintro ⟨_, h⟩
    push_cast at h
    have hsq : ‖s‖ ^ 2 = 0 := le_antisymm (by linarith) (sq_nonneg _)
    exact norm_eq_zero.mp ((pow_eq_zero_iff two_ne_zero).mp hsq)
  · intro h
    rw [h]
    norm_num

end UnitarityFromTwoNumbers
```

```lean
#print axioms UnitarityFromTwoNumbers.unitary_iff_norm_det_and_trace
-- 'UnitarityFromTwoNumbers.unitary_iff_norm_det_and_trace' depends on axioms: [propext, Classical.choice, Quot.sound]
#print axioms UnitarityFromTwoNumbers.unitary_of_columns_le_one
-- 'UnitarityFromTwoNumbers.unitary_of_columns_le_one' depends on axioms: [propext, Classical.choice, Quot.sound]
#print axioms UnitarityFromTwoNumbers.shear_sharpness
-- 'UnitarityFromTwoNumbers.shear_sharpness' depends on axioms: [propext, Classical.choice, Quot.sound]
```

## How the Lean proof follows the derivation

`eq_one_of_prod_eq_one_of_sum_le` is the scalar step: `hlog` turns the product into a zero sum of logarithms, `hgap` bounds the total gap, and `hle` bounds one gap by the total. The strict logarithm inequality then contradicts any $x_i\ne1$.

`eq_one_of_det_eq_one_of_trace_le` applies this to the eigenvalues of $H$ and returns to the matrix through `spectral_theorem`. The next two lemmas supply the determinant and trace formulas for $A^\dagger A$. `unitary_iff_norm_det_and_trace` uses the determinant formula together with the matrix step above. Both `unitary_of_columns_le_one` and `shear_sharpness` then use that equivalence and the trace formula.

## Exact matrices, finite dimension, no tolerance

In the main theorem, `n` is any finite index type and `Fintype.card n` is the dimension $N$; the empty matrix is included. Membership in `Matrix.unitaryGroup n ℂ` expresses unitarity, and `Aᴴ * A` is $A^\dagger A$. The bound uses `.re` because Lean's trace is a complex number, although this one is real.

The theorem concerns exact complex entries, not floating-point values, and gives no error estimate. Tolerances need care: the shear with $s=10^{-4}$ exceeds the trace threshold by only $10^{-8}$, while $A^\dagger A$ has off-diagonal elements of $10^{-4}$.

The inner product is the standard one. The coefficients $C$ of orthonormal orbitals in a non-orthogonal basis with overlap matrix $S$ obey $C^\dagger SC=1$ instead, so the test does not apply to $C$ directly.
